# The constraint determinant of an open chain of n rigid bonds with unit masses lies between n + 1 and 2ⁿ

Take an unbranched chain of $n$ rigid bonds with unit direction vectors $b_0,\dots,b_{n-1}$ and atoms of unit mass. Its constraint matrix has $2$ on the diagonal, $-\langle b_i,b_{i+1}\rangle$ next to the diagonal, and zeros elsewhere. Write $D_n$ for its determinant and $c_i=\langle b_i,b_{i+1}\rangle$ for the cosine of the angle between successive bond vectors. Then $D_0=1$, $D_1=2$, and for all $n\ge 0$

$$D_{n+2}=2D_{n+1}-c_n^2D_n,\qquad n+1\le D_n\le 2^n .$$

For $n\ge1$, the lower bound is attained exactly when all neighbouring bonds are parallel or antiparallel, and the upper bound exactly when all neighbouring bonds are orthogonal.

## Multiplier solves and the Fixman term

One way to hold bond lengths fixed in a simulation is to solve the linear system that the instantaneous constraint forces satisfy. For an open chain with equal masses, in a configuration that satisfies the constraints, the matrix of that system is the one above, up to scaling. Since $D_n\ge n+1>0$, the system has a unique solution in every such configuration, including a fully stretched or folded chain.

The same determinant enters the Fixman potential $\tfrac12 k_BT\ln D_n$, which corrects the configurational distribution of a rigid-bond model towards that of stiff springs; here $k_B$ is Boltzmann's constant and $T$ the temperature. For this equal-mass chain the bounds confine its variation to at most $\tfrac12k_BT\,[\,n\ln2-\ln(n+1)\,]$, and the recurrence evaluates $D_n$ in a number of operations linear in $n$.

Many codes constrain squared lengths instead. With bond lengths $d_i$, each gradient then gains a factor $2d_i$, and the determinant becomes $D_n\prod_i 4d_i^2$. That factor has to be divided out before a computed value is compared with the bounds.

## From bond gradients to the recurrence

Bond $i$ joins atoms $i$ and $i+1$, at positions $r_i$ and $r_{i+1}$. The gradient of $|r_{i+1}-r_i|$ with respect to atom $k$ is $s_{ik}b_i$, where $s_{ik}=\delta_{k,i+1}-\delta_{k,i}$. With unit masses the constraint matrix is

$$G_{ij}=\sum_{k=0}^{n}s_{ik}s_{jk}\langle b_i,b_j\rangle=(s_{i,j+1}-s_{i,j})\langle b_i,b_j\rangle=(2\delta_{ij}-\delta_{i,j+1}-\delta_{i+1,j})\langle b_i,b_j\rangle .$$

Since $\langle b_i,b_i\rangle=1$, this is the tridiagonal matrix stated at the start.

Now expand the determinant for $n+2$ bonds along its last row, which has index $n+1$. Two entries can be nonzero:

- The diagonal entry $2$ has cofactor $D_{n+1}$.
- The entry $-c_n$ in column $n$ carries the sign $(-1)^{2n+1}=-1$. In its minor, the last column has only the entry $-c_n$, in the last row, so the minor equals $-c_nD_n$.

Adding the two contributions gives

$$D_{n+2}=2D_{n+1}-(-c_n)(-c_nD_n)=2D_{n+1}-c_n^2D_n .$$

## Growth by at least one per bond

An induction on $D_n\ge n+1$ alone fails, because the recurrence subtracts a multiple of $D_n$ and a lower bound on $D_n$ does not limit what is subtracted. The statement to carry along is the pair $D_n\ge n+1$ and $D_{n+1}-D_n\ge1$. It holds at $n=0$, where $D_0=1$ and $D_1=2$. For the step, Cauchy–Schwarz gives $c_n^2\le1$, and $D_n\ge0$, so

$$D_{n+2}-D_{n+1}=D_{n+1}-c_n^2D_n\ge D_{n+1}-D_n\ge1 .$$

The first half of the pair follows from $D_{n+1}\ge D_n+1\ge n+2$.

For the upper bound, $c_n^2D_n\ge0$ gives $D_{n+2}\le2D_{n+1}$. Starting from $D_1=2$, this yields $D_n\le2^n$ for $n\ge1$, and $D_0=1=2^0$.

**Lower equality.** Suppose $D_{n+2}=n+3$. The growth inequalities force $D_{n+1}=n+2$ and $D_n=n+1$. The recurrence then reads $n+3=2(n+2)-c_n^2(n+1)$, so $c_n^2=1$. Because $\|b_n\mp b_{n+1}\|^2=2\mp2c_n$, this means $b_{n+1}=\pm b_n$. Conversely, if $D_{n+1}=n+2$ and $c_n^2=1$, growth again gives $D_n=n+1$, and the recurrence returns $n+3$. Induction covers the earlier bonds.

**Upper equality.** Suppose $D_{n+2}=2^{n+2}$. Since $D_{n+2}\le2D_{n+1}\le2^{n+2}$, both inequalities are equalities. Hence $D_{n+1}=2^{n+1}$ and $c_n^2D_n=0$, and $D_n>0$ leaves $c_n=0$. Conversely, $c_n=0$ doubles the determinant. Induction again covers the earlier bonds.

## The chain in Lean

```lean
import Mathlib

open scoped InnerProductSpace

namespace RigidBondChain

noncomputable section

variable {E : Type*} [NormedAddCommGroup E] [InnerProductSpace ℝ E]

/-- Incidence of bond `i` on atom `k`: `+1` at its end `i + 1`, `-1` at its start `i`, and `0` at
every other atom. -/
def incidence (i k : ℕ) : ℝ := (if k = i + 1 then 1 else 0) - (if k = i then 1 else 0)

/-- Gradient of the length of bond `i` with respect to the position of atom `k`, for a bond
with unit direction `b i`. -/
def bondGradient (b : ℕ → E) (i k : ℕ) : E := incidence i k • b i

/-- Constraint matrix of a chain of `n` bonds and `n + 1` atoms of unit mass: the inner products
of the bond-length gradients, summed over the atoms. -/
def constraintMatrix (b : ℕ → E) (n : ℕ) : Matrix (Fin n) (Fin n) ℝ :=
  fun i j => ∑ k ∈ Finset.range (n + 1), ⟪bondGradient b i k, bondGradient b j k⟫_ℝ

/-- Coupling of bonds `i` and `j`: `2` on the diagonal, minus the cosine of the angle between
unit bond vectors for neighbours, and `0` otherwise. -/
def bondCoupling (b : ℕ → E) (i j : ℕ) : ℝ :=
  if i = j then 2 else if i + 1 = j ∨ j + 1 = i then -⟪b i, b j⟫_ℝ else 0

/-- The tridiagonal matrix of bond couplings for the first `n` bonds. -/
def couplingMatrix (b : ℕ → E) (n : ℕ) : Matrix (Fin n) (Fin n) ℝ :=
  fun i j => bondCoupling b i j

/-- Summing an atomic quantity against the incidence of a bond gives its difference between the
two ends of the bond. -/
theorem sum_incidence_mul (f : ℕ → ℝ) {i n : ℕ} (hi : i < n) :
    ∑ k ∈ Finset.range (n + 1), incidence i k * f k = f (i + 1) - f i := by
  simp only [incidence, sub_mul, ite_mul, one_mul, zero_mul, Finset.sum_sub_distrib,
    Finset.sum_ite_eq', Finset.mem_range]
  rw [if_pos (show i + 1 < n + 1 by omega), if_pos (show i < n + 1 by omega)]

/-- For unit bond vectors the constraint matrix is the tridiagonal matrix of bond couplings. -/
theorem constraintMatrix_eq (b : ℕ → E) (hb : ∀ i, ‖b i‖ = 1) (n : ℕ) :
    constraintMatrix b n = couplingMatrix b n := by
  ext i j
  obtain ⟨i, hi⟩ := i
  obtain ⟨j, hj⟩ := j
  have hself : i = j → ⟪b i, b j⟫_ℝ = 1 := by
    intro h
    rw [← h, real_inner_self_eq_norm_sq, hb, one_pow]
  change ∑ k ∈ Finset.range (n + 1), ⟪bondGradient b i k, bondGradient b j k⟫_ℝ
    = bondCoupling b i j
  simp only [bondGradient, real_inner_smul_left, real_inner_smul_right]
  rw [sum_incidence_mul (fun k => incidence i k * ⟪b i, b j⟫_ℝ) hj]
  simp only [incidence, bondCoupling]
  split_ifs <;> first
    | (exfalso; omega)
    | ring1
    | (rw [hself (by omega)]; norm_num)

/-- Adding a bond to the chain changes the constraint determinant by the three-term recurrence
`D (n+2) = 2 D (n+1) - ⟨b n, b (n+1)⟩² D n`. -/
theorem det_recurrence (b : ℕ → E) (hb : ∀ i, ‖b i‖ = 1) (n : ℕ) :
    (constraintMatrix b (n + 2)).det = 2 * (constraintMatrix b (n + 1)).det
      - ⟪b n, b (n + 1)⟫_ℝ ^ 2 * (constraintMatrix b n).det := by
  simp only [constraintMatrix_eq b hb]
  have far : ∀ i j : ℕ, (i + 2 ≤ j ∨ j + 2 ≤ i) → bondCoupling b i j = 0 := by
    intro i j h
    unfold bondCoupling
    rw [if_neg (show ¬ i = j by omega), if_neg (show ¬ (i + 1 = j ∨ j + 1 = i) by omega)]
  have up : bondCoupling b n (n + 1) = -⟪b n, b (n + 1)⟫_ℝ := by
    simp [bondCoupling]
  have down : bondCoupling b (n + 1) n = -⟪b n, b (n + 1)⟫_ℝ := by
    simp [bondCoupling, real_inner_comm]
  have hs : (Fin.last n).castSucc.succAbove (Fin.last n) = Fin.last (n + 1) :=
    Fin.ext (by simp [Fin.succAbove])
  have hs' : ∀ j : Fin n, (Fin.last n).castSucc.succAbove j.castSucc = j.castSucc.castSucc :=
    fun j => Fin.succAbove_of_castSucc_lt _ _ (by simp [Fin.lt_def])
  -- the off-diagonal minor, expanded along its last column
  have m1 : ((couplingMatrix b (n + 2)).submatrix (Fin.last (n + 1)).succAbove
      (Fin.last n).castSucc.succAbove).det
      = -⟪b n, b (n + 1)⟫_ℝ * (couplingMatrix b n).det := by
    generalize hB : (couplingMatrix b (n + 2)).submatrix (Fin.last (n + 1)).succAbove
      (Fin.last n).castSucc.succAbove = B
    have hz : ∀ i : Fin n, B i.castSucc (Fin.last n) = 0 := by
      intro i
      rw [← hB, Matrix.submatrix_apply, hs, Fin.succAbove_last]
      exact far i (n + 1) (by have := i.isLt; omega)
    have hl : B (Fin.last n) (Fin.last n) = -⟪b n, b (n + 1)⟫_ℝ := by
      rw [← hB, Matrix.submatrix_apply, hs, Fin.succAbove_last]
      exact up
    have hm : B.submatrix (Fin.last n).succAbove (Fin.last n).succAbove
        = couplingMatrix b n := by
      ext i j
      rw [← hB]
      simp only [Matrix.submatrix_apply, Fin.succAbove_last, hs']
      rfl
    have sgn : (-1 : ℝ) ^ (((Fin.last n : Fin (n + 1)) : ℕ) + ((Fin.last n : Fin (n + 1)) : ℕ))
        = 1 := Even.neg_one_pow ⟨_, rfl⟩
    rw [Matrix.det_succ_column B (Fin.last n), Fin.sum_univ_castSucc]
    simp only [hz, hl, hm, sgn, mul_zero, zero_mul, Finset.sum_const_zero, zero_add, one_mul]
  have m2 : (couplingMatrix b (n + 2)).submatrix (Fin.last (n + 1)).succAbove
      (Fin.last (n + 1)).succAbove = couplingMatrix b (n + 1) := by
    ext i j
    simp only [Matrix.submatrix_apply, Fin.succAbove_last]
    rfl
  have h0 : ∀ i : Fin n,
      couplingMatrix b (n + 2) (Fin.last (n + 1)) i.castSucc.castSucc = 0 :=
    fun i => far (n + 1) i (by have := i.isLt; omega)
  have h1 : couplingMatrix b (n + 2) (Fin.last (n + 1)) (Fin.last n).castSucc
      = -⟪b n, b (n + 1)⟫_ℝ := down
  have h2 : couplingMatrix b (n + 2) (Fin.last (n + 1)) (Fin.last (n + 1)) = 2 := by
    simp [couplingMatrix, bondCoupling]
  have s1 : (-1 : ℝ) ^ (((Fin.last (n + 1) : Fin (n + 2)) : ℕ)
      + (((Fin.last n).castSucc : Fin (n + 2)) : ℕ)) = -1 := by
    change (-1 : ℝ) ^ ((n + 1) + n) = -1
    exact Odd.neg_one_pow ⟨n, by omega⟩
  have s2 : (-1 : ℝ) ^ (((Fin.last (n + 1) : Fin (n + 2)) : ℕ)
      + ((Fin.last (n + 1) : Fin (n + 2)) : ℕ)) = 1 := Even.neg_one_pow ⟨_, rfl⟩
  -- only two entries of the last row survive
  rw [Matrix.det_succ_row _ (Fin.last (n + 1)), Fin.sum_univ_castSucc, Fin.sum_univ_castSucc]
  simp only [h0, h1, h2, m1, m2, s1, s2, mul_zero, zero_mul, Finset.sum_const_zero, zero_add]
  ring

/-- The constraint determinant is `1` for no bond and `2` for a single bond. -/
theorem det_zero_one (b : ℕ → E) (hb : ∀ i, ‖b i‖ = 1) :
    (constraintMatrix b 0).det = 1 ∧ (constraintMatrix b 1).det = 2 := by
  simp only [constraintMatrix_eq b hb]
  constructor
  · simp
  · rw [Matrix.det_unique]
    simp [couplingMatrix, bondCoupling]

/-- Each added bond raises the constraint determinant by at least one, and a chain of `n` bonds
has determinant at least `n + 1`. -/
theorem det_growth (b : ℕ → E) (hb : ∀ i, ‖b i‖ = 1) (n : ℕ) :
    (n : ℝ) + 1 ≤ (constraintMatrix b n).det ∧
      (constraintMatrix b n).det + 1 ≤ (constraintMatrix b (n + 1)).det := by
  induction n with
  | zero =>
    obtain ⟨h0, h1⟩ := det_zero_one b hb
    rw [zero_add, h0, h1]
    norm_num
  | succ n ih =>
    obtain ⟨hn, hstep⟩ := ih
    have R : (constraintMatrix b (n + 1 + 1)).det = _ := det_recurrence b hb n
    -- Cauchy-Schwarz for the two unit vectors
    have hg : ⟪b n, b (n + 1)⟫_ℝ ^ 2 ≤ 1 := by
      have h := abs_real_inner_le_norm (b n) (b (n + 1))
      rw [hb, hb, mul_one] at h
      have h' := abs_le.mp h
      nlinarith [h'.1, h'.2]
    have hpos : 0 ≤ (constraintMatrix b n).det := by
      have : (0 : ℝ) ≤ n := Nat.cast_nonneg n
      linarith
    have hmul := mul_le_mul_of_nonneg_right hg hpos
    push_cast
    constructor <;> linarith

/-- The constraint determinant of a chain of `n` rigid bonds with unit masses lies between
`n + 1` and `2 ^ n`. -/
theorem det_bounds (b : ℕ → E) (hb : ∀ i, ‖b i‖ = 1) (n : ℕ) :
    (n : ℝ) + 1 ≤ (constraintMatrix b n).det ∧ (constraintMatrix b n).det ≤ 2 ^ n := by
  refine ⟨(det_growth b hb n).1, ?_⟩
  obtain ⟨h0, h1⟩ := det_zero_one b hb
  cases n with
  | zero => rw [h0, pow_zero]
  | succ n =>
    induction n with
    | zero => rw [zero_add, h1, pow_one]
    | succ n ih =>
      have R : (constraintMatrix b (n + 1 + 1)).det = _ := det_recurrence b hb n
      have hn : (0 : ℝ) ≤ n := Nat.cast_nonneg n
      have hpos : 0 ≤ (constraintMatrix b n).det := by linarith [(det_growth b hb n).1]
      have hmul := mul_nonneg (sq_nonneg ⟪b n, b (n + 1)⟫_ℝ) hpos
      rw [pow_succ]
      linarith

/-- Two unit vectors have squared inner product `1` exactly when they are parallel or
antiparallel. -/
theorem inner_sq_eq_one_iff {u v : E} (hu : ‖u‖ = 1) (hv : ‖v‖ = 1) :
    ⟪u, v⟫_ℝ ^ 2 = 1 ↔ v = u ∨ v = -u := by
  constructor
  · intro h
    have hf : (⟪u, v⟫_ℝ - 1) * (⟪u, v⟫_ℝ + 1) = 0 := by linear_combination h
    rcases mul_eq_zero.mp hf with h1 | h1
    · left
      have h2 : ‖u - v‖ ^ 2 = 0 := by
        rw [norm_sub_sq_real, hu, hv]
        linarith
      exact (sub_eq_zero.mp (norm_eq_zero.mp (pow_eq_zero_iff two_ne_zero |>.mp h2))).symm
    · right
      have h2 : ‖u + v‖ ^ 2 = 0 := by
        rw [norm_add_sq_real, hu, hv]
        linarith
      exact eq_neg_of_add_eq_zero_right
        (norm_eq_zero.mp (pow_eq_zero_iff two_ne_zero |>.mp h2))
  · rintro (h | h)
    · rw [h, real_inner_self_eq_norm_sq, hu]
      norm_num
    · rw [h, inner_neg_right, real_inner_self_eq_norm_sq, hu]
      norm_num

/-- A chain of `n + 1` bonds attains the lower bound `n + 2` exactly when every two neighbouring
bonds are parallel or antiparallel. -/
theorem det_eq_lower_iff (b : ℕ → E) (hb : ∀ i, ‖b i‖ = 1) (n : ℕ) :
    (constraintMatrix b (n + 1)).det = (n : ℝ) + 2 ↔
      ∀ i < n, b (i + 1) = b i ∨ b (i + 1) = -b i := by
  induction n with
  | zero =>
    have h1 := (det_zero_one b hb).2
    exact iff_of_true (h1.trans (by norm_num)) (fun i hi => absurd hi (Nat.not_lt_zero i))
  | succ n ih =>
    rw [Nat.forall_lt_succ_right, ← ih, ← inner_sq_eq_one_iff (hb n) (hb (n + 1))]
    have R : (constraintMatrix b (n + 1 + 1)).det = _ := det_recurrence b hb n
    obtain ⟨hn, hstep⟩ := det_growth b hb n
    have hstep' := (det_growth b hb (n + 1)).2
    have hlow := (det_growth b hb (n + 1)).1
    have hn0 : (0 : ℝ) ≤ n := Nat.cast_nonneg n
    push_cast at hlow ⊢
    constructor
    · intro h
      have e1 : (constraintMatrix b (n + 1)).det = (n : ℝ) + 2 := by linarith
      have e0 : (constraintMatrix b n).det = (n : ℝ) + 1 := by linarith
      refine ⟨e1, ?_⟩
      rw [h, e1, e0] at R
      have hne : (n : ℝ) + 1 ≠ 0 := by linarith
      apply mul_right_cancel₀ hne
      linarith
    · rintro ⟨e1, hg⟩
      have e0 : (constraintMatrix b n).det = (n : ℝ) + 1 := by linarith
      rw [R, e1, e0, hg]
      ring

/-- A chain of `n + 1` bonds attains the upper bound `2 ^ (n + 1)` exactly when every two
neighbouring bonds are orthogonal. -/
theorem det_eq_upper_iff (b : ℕ → E) (hb : ∀ i, ‖b i‖ = 1) (n : ℕ) :
    (constraintMatrix b (n + 1)).det = 2 ^ (n + 1) ↔ ∀ i < n, ⟪b i, b (i + 1)⟫_ℝ = 0 := by
  induction n with
  | zero =>
    have h1 := (det_zero_one b hb).2
    exact iff_of_true (h1.trans (by norm_num)) (fun i hi => absurd hi (Nat.not_lt_zero i))
  | succ n ih =>
    rw [Nat.forall_lt_succ_right, ← ih]
    have R : (constraintMatrix b (n + 1 + 1)).det = _ := det_recurrence b hb n
    have hU := (det_bounds b hb (n + 1)).2
    have hn0 : (0 : ℝ) ≤ n := Nat.cast_nonneg n
    have hpos : 0 < (constraintMatrix b n).det := by linarith [(det_growth b hb n).1]
    have hmul := mul_nonneg (sq_nonneg ⟪b n, b (n + 1)⟫_ℝ) hpos.le
    rw [pow_succ (2 : ℝ) (n + 1)]
    constructor
    · intro h
      have e1 : (constraintMatrix b (n + 1)).det = 2 ^ (n + 1) := by linarith
      have hz : ⟪b n, b (n + 1)⟫_ℝ ^ 2 * (constraintMatrix b n).det = 0 := by linarith
      exact ⟨e1, pow_eq_zero_iff two_ne_zero |>.mp
        ((mul_eq_zero.mp hz).resolve_right hpos.ne')⟩
    · rintro ⟨e1, hg⟩
      rw [R, e1, hg]
      ring

end

end RigidBondChain
```

```lean
#print axioms RigidBondChain.det_bounds
#print axioms RigidBondChain.det_eq_lower_iff
#print axioms RigidBondChain.det_eq_upper_iff
```

```
'RigidBondChain.det_bounds' depends on axioms: [propext, Classical.choice, Quot.sound]
'RigidBondChain.det_eq_lower_iff' depends on axioms: [propext, Classical.choice, Quot.sound]
'RigidBondChain.det_eq_upper_iff' depends on axioms: [propext, Classical.choice, Quot.sound]
```

## What is fixed by the definitions and what is derived

The type `E` is any real inner product space, so the result is not tied to three dimensions. A function `b : ℕ → E` supplies the bond directions, and a chain of `n` bonds uses the first `n` of them. The hypothesis `hb` asks every `b i` to have norm one. For a finite nonempty chain this costs nothing, since the last bond vector can be repeated indefinitely.

`incidence i k` is $s_{ik}$, and `bondGradient` is $s_{ik}b_i$. These gradients are entered as definitions; the file does not differentiate a bond length. `constraintMatrix` sums their inner products over $n+1$ atoms, which is where unit masses enter. Its tridiagonal form is then proved in `constraintMatrix_eq`: `sum_incidence_mul` collapses the sum over atoms to a difference between the two ends of a bond, and a case split on the indices identifies the entries.

`det_recurrence` follows the double expansion. `Matrix.det_succ_row` expands the last row, and the intermediate fact `m1` evaluates the off-diagonal minor with `Matrix.det_succ_column`. `det_zero_one` supplies the starting values, `det_growth` carries the paired induction, and `det_bounds` states both bounds for every `n`, including zero.

`det_eq_lower_iff` and `det_eq_upper_iff` are written for `n + 1` bonds, so their extremal values appear as `n + 2` and `2 ^ (n + 1)`. The condition `i < n` runs over the `n` neighbouring pairs; for a single bond there are none, and both bounds equal $2$. `inner_sq_eq_one_iff` turns $c_n^2=1$ into the parallel or antiparallel alternative.

## Limits for a production code

The theorems concern open chains with unit masses and bond-length constraints only. Unequal masses change the entries; rings, branches and angle constraints change the pattern of the matrix. An iteration that combines gradients from two different time steps also uses a different matrix, to which these bounds do not apply.

Arithmetic is exact and the bond vectors are exactly normalised. A positive determinant guarantees that the linear system is solvable, but it does not bound the condition number, the rounding error or the number of iterations a solver needs. The Fixman estimate and the squared-length factor above are consequences drawn in the prose, not theorems of the file.
